# Rational bounds on tanh x for x ≥ 0, and on the Fermi function, from a continued fraction

To replace the Fermi occupation of an energy level by a rational function of its energy, one can cut off the continued fraction

tanh x = x/(1 + x²/(3 + x²/(5 + …))),

and must then choose what the cut-off object is. Here it is the nested fraction itself, with finitely many levels. Its numerator and denominator polynomials are separate objects, and their quotient is proved equal to it. The proofs never use the infinite fraction, so its convergence to tanh x, which the equation above expresses, is neither assumed nor proved in them.

For x ≥ 0, successive cut-offs bound tanh x alternately from above and below. Two of them give explicit bounds on the Fermi function, which gives the mean occupation of each one-electron state of a non-interacting or mean-field model in equilibrium at a given temperature and chemical potential.

```lean
import Mathlib

noncomputable section

namespace FermiContinuedFraction
```

## The nested fraction and its polynomials

To build the fraction level by level, leave a tail t in the innermost place:

x/(1 + x²/(3 + … + x²/(2n+1+t))).

One more level replaces t by x²/(2n+3+t).

```lean
/-- The nested fraction `x/(1 + x²/(3 + x²/(5 + ... + x²/(2n+1+t))))` with tail `t`,
used for `t ≥ 0`, where no denominator vanishes. -/
def truncation (x : ℝ) : ℕ → ℝ → ℝ
  | 0, t => x / (1 + t)
  | n + 1, t => truncation x n (x ^ 2 / (2 * (n : ℝ) + 3 + t))
```

Setting t = 0 gives the convergent Cₙ. Counting starts at zero, so C₀ = x and C₁ = x/(1 + x²/3). Many textbooks call these the first and second convergents.

```lean
/-- The continued fraction of `tanh x`, cut off after the partial denominator `2n+1`. -/
def convergent (x : ℝ) (n : ℕ) : ℝ := truncation x n 0
```

The numerators Aₙ, written `num x n`, start from A₀ = 0 and A₁ = x and obey

Aₙ₊₂ = (2n+3)Aₙ₊₁ + x²Aₙ.

```lean
/-- Numerator polynomials of the continued fraction, by their three-term recurrence. -/
def num (x : ℝ) : ℕ → ℝ
  | 0 => 0
  | 1 => x
  | n + 2 => (2 * (n : ℝ) + 3) * num x (n + 1) + x ^ 2 * num x n
```

The denominators Bₙ, written `den x n`, obey the same recurrence from B₀ = B₁ = 1.

```lean
/-- Denominator polynomials of the continued fraction, by the same recurrence. -/
def den (x : ℝ) : ℕ → ℝ
  | 0 => 1
  | 1 => 1
  | n + 2 => (2 * (n : ℝ) + 3) * den x (n + 1) + x ^ 2 * den x n
```

To compare Aₙ/Bₙ with tanh x = sinh x/cosh x without dividing, use the remainder

Rₙ(x) = (−1)ⁿ(Bₙ sinh x − Aₙ cosh x).

```lean
/-- The signed remainder, which measures how far `num/den` is from `sinh/cosh`. -/
def remainder (n : ℕ) (x : ℝ) : ℝ :=
  (-1) ^ n * (den x n * Real.sinh x - num x n * Real.cosh x)
```

The mean occupation of a one-electron state of energy ε, with spin counted separately, at chemical potential μ and inverse temperature β = 1/(k_B T) is

f = 1/(exp(β(ε−μ)) + 1).

```lean
/-- The Fermi function at inverse temperature `β` and chemical potential `μ`. -/
def fermi (β μ ε : ℝ) : ℝ := 1 / (Real.exp (β * (ε - μ)) + 1)
```

## The quotient equals the nested fraction

Both starting denominators are 1, and the recurrence adds a positive multiple of one positive term to a nonnegative multiple of another. Hence Bₙ > 0 for every real x. The induction carries two consecutive denominators at once.

```lean
/-- The denominator polynomials are positive on the whole real axis. -/
theorem den_pos (x : ℝ) (n : ℕ) : 0 < den x n := by
  have key : ∀ n, 0 < den x n ∧ 0 < den x (n + 1) := by
    intro n
    induction n with
    | zero => exact ⟨one_pos, one_pos⟩
    | succ n ih =>
      obtain ⟨h0, h1⟩ := ih
      refine ⟨h1, ?_⟩
      show 0 < (2 * (n : ℝ) + 3) * den x (n + 1) + x ^ 2 * den x n
      positivity
  exact (key n).1
```

For t ≥ 0 the fraction with tail t equals

(Aₙ₊₁ + tAₙ)/(Bₙ₊₁ + tBₙ).

At n = 0 this is x/(1+t). For the next level, put s = x²/(2n+3+t) in place of t and multiply numerator and denominator by 2n+3+t. The numerator becomes

(2n+3)Aₙ₊₁ + x²Aₙ + tAₙ₊₁ = Aₙ₊₂ + tAₙ₊₁,

and the denominator changes in the same way. In Lean, `div_eq_div_iff` cross-multiplies, and `linear_combination` closes the identity using s(2n+3+t) = x².

```lean
/-- For a nonnegative tail, the nested fraction is a quotient of combinations of
consecutive numerators and denominators. -/
theorem truncation_eq (x : ℝ) (n : ℕ) : ∀ t : ℝ, 0 ≤ t → truncation x n t =
    (num x (n + 1) + t * num x n) / (den x (n + 1) + t * den x n) := by
  induction n with
  | zero => intro t _; simp [truncation, num, den]
  | succ n ih =>
    intro t ht
    have hd : 0 < 2 * (n : ℝ) + 3 + t := by positivity
    have h0 := den_pos x n
    have h1 := den_pos x (n + 1)
    have hN : num x (n + 1 + 1) =
      (2 * (n : ℝ) + 3) * num x (n + 1) + x ^ 2 * num x n := rfl
    have hD : den x (n + 1 + 1) =
      (2 * (n : ℝ) + 3) * den x (n + 1) + x ^ 2 * den x n := rfl
    have hs : truncation x (n + 1) t =
      truncation x n (x ^ 2 / (2 * (n : ℝ) + 3 + t)) := rfl
    have hc : x ^ 2 / (2 * (n : ℝ) + 3 + t) * (2 * (n : ℝ) + 3 + t) = x ^ 2 :=
      div_mul_cancel₀ _ hd.ne'
    rw [hs, ih _ (by positivity), hN, hD, div_eq_div_iff (by positivity) (by positivity)]
    linear_combination (num x n * den x (n + 1) - num x (n + 1) * den x n) * hc
```

At t = 0 this reads Cₙ = Aₙ₊₁/Bₙ₊₁, with the index shifted by one.

```lean
/-- Each convergent is the quotient of its numerator and denominator polynomials. -/
theorem convergent_eq (x : ℝ) (n : ℕ) :
    convergent x n = num x (n + 1) / den x (n + 1) := by
  have h := truncation_eq x n 0 le_rfl
  simp only [zero_mul, add_zero] at h
  exact h
```

## The remainders are nonnegative

The recurrences for Aₙ and Bₙ give

Rₙ₊₂ = x²Rₙ − (2n+3)Rₙ₊₁.

The first two remainders are R₀ = sinh x and R₁ = x cosh x − sinh x, so R₁′ = x sinh x = xR₀. Suppose Rₙ₊₁′ = xRₙ. Differentiating the recurrence then gives

Rₙ₊₂′ = 2xRₙ + x²Rₙ′ − (2n+3)xRₙ = x²Rₙ′ − (2n+1)xRₙ.

For n = 0 the right side is x² cosh x − x sinh x = xR₁. For n ≥ 1, insert Rₙ′ = xRₙ₋₁ to get

x(x²Rₙ₋₁ − (2n+1)Rₙ) = xRₙ₊₁.

Thus Rₙ₊₁′ = xRₙ for all n. In the code, `step` differentiates the recurrence and `key` runs the induction on two neighbouring statements.

```lean
/-- The derivative of each remainder is `x` times the preceding remainder. -/
theorem remainder_hasDerivAt (n : ℕ) (x : ℝ) :
    HasDerivAt (remainder (n + 1)) (x * remainder n x) x := by
  -- the remainders inherit the three-term recurrence
  have hrec : ∀ (n : ℕ) (y : ℝ), remainder (n + 2) y =
      y ^ 2 * remainder n y - (2 * (n : ℝ) + 3) * remainder (n + 1) y := by
    intro n y
    have hN : num y (n + 2) = (2 * (n : ℝ) + 3) * num y (n + 1) + y ^ 2 * num y n := rfl
    have hD : den y (n + 2) = (2 * (n : ℝ) + 3) * den y (n + 1) + y ^ 2 * den y n := rfl
    unfold remainder
    rw [hN, hD]
    ring
  have f0 : remainder 0 = Real.sinh := by funext y; simp [remainder, num, den]
  have f1 : remainder 1 = fun y => y * Real.cosh y - Real.sinh y := by
    funext y; simp [remainder, num, den]
  have b0 : HasDerivAt (remainder 0) (Real.cosh x) x := by
    rw [f0]; exact Real.hasDerivAt_sinh x
  have b1 : HasDerivAt (remainder 1) (x * remainder 0 x) x := by
    rw [f1, f0]
    exact (((hasDerivAt_id' x).fun_mul (Real.hasDerivAt_cosh x)).fun_sub
      (Real.hasDerivAt_sinh x)).congr_deriv (by ring)
  have hsq : HasDerivAt (fun y : ℝ => y ^ 2) (2 * x) x := by
    simpa using hasDerivAt_pow 2 x
  -- differentiate the recurrence
  have step : ∀ (n : ℕ) (d : ℝ), HasDerivAt (remainder n) d x →
      HasDerivAt (remainder (n + 1)) (x * remainder n x) x →
      HasDerivAt (remainder (n + 2)) (2 * x * remainder n x + x ^ 2 * d
        - (2 * (n : ℝ) + 3) * (x * remainder n x)) x := by
    intro n d h0 h1
    rw [funext (hrec n)]
    exact (hsq.fun_mul h0).fun_sub (h1.const_mul _)
  have key : ∀ n : ℕ, HasDerivAt (remainder (n + 1)) (x * remainder n x) x ∧
      HasDerivAt (remainder (n + 2)) (x * remainder (n + 1) x) x := by
    intro n
    induction n with
    | zero =>
      refine ⟨b1, (step 0 _ b0 b1).congr_deriv ?_⟩
      simp only [Nat.cast_zero, zero_add, f0, f1]
      ring
    | succ n ih =>
      refine ⟨ih.2, (step (n + 1) _ ih.1 ih.2).congr_deriv ?_⟩
      have e : remainder (n + 1 + 1) x = _ := hrec n x
      rw [e]
      push_cast
      ring
  exact (key n).1
```

For x ≥ 0, R₀ = sinh x ≥ 0. Every Aₙ vanishes at x = 0, as does sinh, so Rₙ₊₁(0) = 0. If Rₙ ≥ 0 on the half-line, then Rₙ₊₁′ = xRₙ ≥ 0 there, and Rₙ₊₁ rises from zero. The lemma `monotoneOn_of_deriv_nonneg` supplies this last step.

```lean
/-- All signed remainders are nonnegative for `x ≥ 0`. -/
theorem remainder_nonneg (n : ℕ) : ∀ x : ℝ, 0 ≤ x → 0 ≤ remainder n x := by
  have hz : ∀ n, num 0 n = 0 ∧ num 0 (n + 1) = 0 := by
    intro n
    induction n with
    | zero => exact ⟨rfl, rfl⟩
    | succ n ih =>
      refine ⟨ih.2, ?_⟩
      show (2 * (n : ℝ) + 3) * num 0 (n + 1) + 0 ^ 2 * num 0 n = 0
      rw [ih.1, ih.2]
      ring
  induction n with
  | zero =>
    intro x hx
    simpa [remainder, num, den] using hx
  | succ n ih =>
    intro x hx
    -- the remainder starts at zero and has a nonnegative slope
    have mono : MonotoneOn (remainder (n + 1)) (Set.Ici 0) := by
      apply monotoneOn_of_deriv_nonneg (convex_Ici 0)
      · exact fun y _ => (remainder_hasDerivAt n y).continuousAt.continuousWithinAt
      · exact fun y _ => (remainder_hasDerivAt n y).differentiableAt.differentiableWithinAt
      · intro y hy
        rw [interior_Ici] at hy
        have hy' : 0 < y := hy
        rw [(remainder_hasDerivAt n y).deriv]
        exact mul_nonneg hy'.le (ih y hy'.le)
    have h0 : remainder (n + 1) 0 = 0 := by
      unfold remainder
      rw [(hz (n + 1)).1]
      simp
    have h := mono (Set.mem_Ici.2 le_rfl) (Set.mem_Ici.2 hx) hx
    rwa [h0] at h
```

## Alternating bounds

Dividing Rₙ₊₁ ≥ 0 by Bₙ₊₁ cosh x > 0 gives

(−1)ⁿ⁺¹(tanh x − Cₙ) ≥ 0.

So for every natural number k and every x ≥ 0,

C₂ₖ₊₁ ≤ tanh x ≤ C₂ₖ.

The Lean proof evaluates the two signs and clears the positive denominators.

```lean
/-- For `x ≥ 0` the convergents of odd index bound `tanh x` from below and those of
even index bound it from above. -/
theorem tanh_bracket (x : ℝ) (hx : 0 ≤ x) (k : ℕ) :
    convergent x (2 * k + 1) ≤ Real.tanh x ∧ Real.tanh x ≤ convergent x (2 * k) := by
  have hc := Real.cosh_pos x
  rw [Real.tanh_eq_sinh_div_cosh, convergent_eq x (2 * k + 1), convergent_eq x (2 * k)]
  constructor
  · have e : (-1 : ℝ) ^ (2 * k + 1 + 1) = 1 := by
      rw [pow_succ, pow_succ, pow_mul]; norm_num
    have r := remainder_nonneg (2 * k + 1 + 1) x hx
    unfold remainder at r
    rw [e] at r
    rw [div_le_div_iff₀ (den_pos x _) hc]
    linarith
  · have e : (-1 : ℝ) ^ (2 * k + 1) = -1 := by
      rw [pow_succ, pow_mul]; norm_num
    have r := remainder_nonneg (2 * k + 1) x hx
    unfold remainder at r
    rw [e] at r
    rw [div_le_div_iff₀ hc (den_pos x _)]
    linarith
```

The recurrence gives A₂ = 3x and B₂ = 3 + x², then

A₃ = 5·3x + x²·x = x(15+x²),
B₃ = 5(3+x²) + x² = 15 + 6x².

The lower bound C₁ comes from k = 0 and the upper bound C₂ from k = 1:

3x/(3+x²) ≤ tanh x ≤ x(15+x²)/(15+6x²).

```lean
/-- For `x ≥ 0`, `tanh x` lies between two explicit low-order rational functions. -/
theorem tanh_bracket_low (x : ℝ) (hx : 0 ≤ x) :
    3 * x / (3 + x ^ 2) ≤ Real.tanh x ∧
      Real.tanh x ≤ x * (15 + x ^ 2) / (15 + 6 * x ^ 2) := by
  have n2 : num x (1 + 1) = 3 * x := by
    show (2 * ((0 : ℕ) : ℝ) + 3) * x + x ^ 2 * 0 = 3 * x
    push_cast; ring
  have d2 : den x (1 + 1) = 3 + x ^ 2 := by
    show (2 * ((0 : ℕ) : ℝ) + 3) * 1 + x ^ 2 * 1 = 3 + x ^ 2
    push_cast; ring
  have n3 : num x (2 + 1) = x * (15 + x ^ 2) := by
    show (2 * ((1 : ℕ) : ℝ) + 3) * num x (1 + 1) + x ^ 2 * x = _
    rw [n2]; push_cast; ring
  have d3 : den x (2 + 1) = 15 + 6 * x ^ 2 := by
    show (2 * ((1 : ℕ) : ℝ) + 3) * den x (1 + 1) + x ^ 2 * 1 = _
    rw [d2]; push_cast; ring
  have h1 : convergent x 1 ≤ Real.tanh x := (tanh_bracket x hx 0).1
  have h2 : Real.tanh x ≤ convergent x 2 := (tanh_bracket x hx 1).2
  rw [convergent_eq, n2, d2] at h1
  rw [convergent_eq, n3, d3] at h2
  exact ⟨h1, h2⟩
```

## From tanh to the Fermi function

Let 2x = β(ε−μ); the hypothesis `h` records this definition of x. Since

tanh x = (exp(2x) − 1)/(exp(2x) + 1) = 1 − 2/(exp(2x) + 1),

it follows that f = (1 − tanh x)/2. The proof writes E for exp x and reduces the identity to algebra in E.

```lean
/-- With `2x = β(ε - μ)`, the Fermi function equals `(1 - tanh x)/2`. -/
theorem fermi_eq_tanh {β μ ε x : ℝ} (h : β * (ε - μ) = 2 * x) :
    fermi β μ ε = (1 - Real.tanh x) / 2 := by
  have hE := Real.exp_pos x
  have h2 : Real.exp (2 * x) = Real.exp x * Real.exp x := by
    rw [← Real.exp_add]; congr 1; ring
  unfold fermi
  rw [h, h2, Real.tanh_eq_sinh_div_cosh, Real.sinh_eq, Real.cosh_eq, Real.exp_neg]
  generalize Real.exp x = E at hE
  have hi : E * E⁻¹ = 1 := mul_inv_cancel₀ hE.ne'
  have hp : E * E + 1 ≠ 0 := by positivity
  have hq : 1 / (E * E + 1) * (E * E + 1) = 1 := div_mul_cancel₀ _ hp
  have ht : (E - E⁻¹) / 2 / ((E + E⁻¹) / 2) = (E * E - 1) / (E * E + 1) := by
    rw [div_eq_div_iff (by positivity) hp]
    linear_combination (-E) * hi
  have hf : (E * E - 1) / (E * E + 1) = 1 - 2 * (1 / (E * E + 1)) := by
    rw [div_eq_iff hp]
    linear_combination 2 * hq
  rw [ht, hf]
  ring
```

The minus sign exchanges the bounds. For x ≥ 0, which at positive temperature means ε ≥ μ,

(1 − x(15+x²)/(15+6x²))/2 ≤ f ≤ (1 − 3x/(3+x²))/2.

```lean
/-- With `2x = β(ε - μ)` and `x ≥ 0`, the Fermi function lies between two explicit
low-order rational functions of `x`. -/
theorem fermi_bracket {β μ ε x : ℝ} (h : β * (ε - μ) = 2 * x) (hx : 0 ≤ x) :
    (1 - x * (15 + x ^ 2) / (15 + 6 * x ^ 2)) / 2 ≤ fermi β μ ε ∧
      fermi β μ ε ≤ (1 - 3 * x / (3 + x ^ 2)) / 2 := by
  obtain ⟨h1, h2⟩ := tanh_bracket_low x hx
  rw [fermi_eq_tanh h]
  constructor <;> linarith
```

The gap between the two bounds on tanh x is

x(15+x²)/(15+6x²) − 3x/(3+x²) = x⁵/((15+6x²)(3+x²)),

because the numerator is (45x + 18x³ + x⁵) − (45x + 18x³). For x ≥ 0 this limits the error of C₁. Both tanh x and C₁ are odd, so |x|⁵ serves for either sign, and the factor 1/2 in f halves the bound:

|f − (1 − 3x/(3+x²))/2| ≤ |x|⁵/(2(15+6x²)(3+x²)).

In the code, `key` treats nonnegative arguments and `all` adds the negative ones.

```lean
/-- With `2x = β(ε - μ)` of either sign, the error of a low-order rational approximation to the
Fermi function is bounded by an explicit function, of fifth order in `x` near zero. -/
theorem fermi_error {β μ ε x : ℝ} (h : β * (ε - μ) = 2 * x) :
    |fermi β μ ε - (1 - 3 * x / (3 + x ^ 2)) / 2| ≤
      |x| ^ 5 / ((15 + 6 * x ^ 2) * (3 + x ^ 2)) / 2 := by
  -- for nonnegative arguments the error is at most the gap between the two bounds
  have key : ∀ y : ℝ, 0 ≤ y → |Real.tanh y - 3 * y / (3 + y ^ 2)| ≤
      y ^ 5 / ((15 + 6 * y ^ 2) * (3 + y ^ 2)) := by
    intro y hy
    obtain ⟨h1, h2⟩ := tanh_bracket_low y hy
    have w : y * (15 + y ^ 2) / (15 + 6 * y ^ 2) - 3 * y / (3 + y ^ 2) =
        y ^ 5 / ((15 + 6 * y ^ 2) * (3 + y ^ 2)) := by
      rw [div_sub_div _ _ (by positivity) (by positivity)]
      congr 1
      ring
    rw [abs_of_nonneg (by linarith)]
    linarith
  -- negative arguments follow because tanh is odd
  have all : |Real.tanh x - 3 * x / (3 + x ^ 2)| ≤
      |x| ^ 5 / ((15 + 6 * x ^ 2) * (3 + x ^ 2)) := by
    rcases le_total 0 x with hx | hx
    · rw [abs_of_nonneg hx]
      exact key x hx
    · have hk := key (-x) (by linarith)
      rw [Real.tanh_neg, neg_sq] at hk
      have e : -Real.tanh x - 3 * (-x) / (3 + x ^ 2) =
          -(Real.tanh x - 3 * x / (3 + x ^ 2)) := by ring
      rw [e, abs_neg] at hk
      rw [abs_of_nonpos hx]
      exact hk
  have e : (1 - Real.tanh x) / 2 - (1 - 3 * x / (3 + x ^ 2)) / 2 =
      -((Real.tanh x - 3 * x / (3 + x ^ 2)) / 2) := by ring
  rw [fermi_eq_tanh h, e, abs_neg, abs_div, abs_two]
  linarith

end FermiContinuedFraction
```

```lean
#print axioms FermiContinuedFraction.fermi_eq_tanh
-- 'FermiContinuedFraction.fermi_eq_tanh' depends on axioms: [propext, Classical.choice, Quot.sound]
#print axioms FermiContinuedFraction.fermi_bracket
-- 'FermiContinuedFraction.fermi_bracket' depends on axioms: [propext, Classical.choice, Quot.sound]
#print axioms FermiContinuedFraction.fermi_error
-- 'FermiContinuedFraction.fermi_error' depends on axioms: [propext, Classical.choice, Quot.sound]
```

## Range of use and higher orders

At |ε−μ| = 2k_B T, where |x| = 1, the error bound is 1/168. Far from the chemical potential it grows like |x|/12, and the approximation tends to 1/2 instead of 0 or 1, so this low order is useful only for levels near μ.

The theorems concern one real energy. In an orthonormal basis, the one-particle density matrix of a non-interacting or mean-field model in thermal equilibrium at a given chemical potential is the Fermi function of its one-electron Hamiltonian matrix. Going from ε to that matrix takes the spectral theorem, which applies the scalar bound to each eigenvalue.

The same argument, continued by hand, gives an error bound at every order. The recurrences imply Aₙ₊₁Bₙ − AₙBₙ₊₁ = (−1)ⁿx²ⁿ⁺¹, so the gap between neighbouring convergents yields, for all real x,

|tanh x − Cₙ| ≤ |x|²ⁿ⁺³/(Bₙ₊₁Bₙ₊₂).
